# The product of two finite Fourier sums and a plane wave is a double sum of plane waves

On a cell of length one, take two signals, each a sum of finitely many plane waves exp(2πi n x) with integer frequencies n and arbitrary complex coefficients, `f` and `g`. The lemma says that at every real x the product of the two signals, multiplied by the plane wave of frequency −k, equals the double sum over m and n of f(m) g(n) times the plane wave of frequency m + n − k. This is a pointwise identity between finite sums, and it asks for no normalisation of the coefficients. The attempt expands the left side into a double sum, matches the two sides term by term, and closes each term with the rule that exponentials multiply by adding their exponents.

The first attempt, which Lean rejects:

```lean
import Mathlib

open Complex

namespace ProductExpansion

noncomputable section

/-- The plane wave `exp (2 π i n x)` of integer frequency `n` on a cell of length one. -/
def wave (n : ℤ) (x : ℝ) : ℂ := exp (2 * Real.pi * I * n * x)

/-- The periodic signal with finitely many Fourier coefficients `f m`. -/
def signal (f : ℤ →₀ ℂ) (x : ℝ) : ℂ := ∑ m ∈ f.support, f m * wave m x

/-- The product of two signals, demodulated by frequency `k`, is a double sum of plane waves
of frequencies `m + n - k`. -/
theorem product_expansion (f g : ℤ →₀ ℂ) (k : ℤ) (x : ℝ) :
    signal f x * signal g x * wave (-k) x =
      ∑ m ∈ f.support, ∑ n ∈ g.support, f m * g n * wave (m + n - k) x := by
  simp only [signal, Finset.sum_mul_sum, Finset.sum_mul]
  refine Finset.sum_congr rfl fun m _ => Finset.sum_congr rfl fun n _ => ?_
  have h : wave (m + n - k) x = wave m x * wave n x * wave (-k) x := by
    simp only [wave, ← Complex.exp_add]
    congr 1
    push_cast
    ring
  rw [h]
  ring

end

end ProductExpansion
```

The error:

```
Main.lean:21:41: error: Type mismatch
  Finset.sum_congr rfl fun n x => ?m.73
has type
  Finset.sum ?m.70 ?m.67 = Finset.sum ?m.70 ?m.68
but is expected to have type
  (f m * wave m x * ∑ m ∈ g.support, g m * wave m x) * wave (-k) x = ∑ n ∈ g.support, f m * g n * wave (m + n - k) x
Main.lean:22:2: error: No goals to be solved
Main.lean:20:21: warning: This simp argument is unused:
  Finset.sum_mul_sum

Hint: Omit it from the simp argument list.
  [apply] simp only [signal, Finset.sum_mul]

Note: This linter can be disabled with `set_option linter.unusedSimpArgs false`
```

Diagnosis. The type mismatch shows that the left side was only half expanded. After the first `Finset.sum_congr`, its term for `m` is still a product with the whole sum over `g` inside, while the second `Finset.sum_congr` needs a sum on both sides. `Finset.sum_mul`, which moves a right-hand factor into a sum, had treated the entire second signal as such a factor. That left no product of two sums for `Finset.sum_mul_sum`, hence the warning that it is unused, and `Finset.sum_mul` cannot open a sum standing on the right of a product. "No goals to be solved" is only a consequence: after the failed `refine`, Lean had no goal left for the `have`.

The repair fixes the order. `simp only [signal]` just unfolds the signals, `rw [Finset.sum_mul_sum]` then makes the double sum, and `Finset.sum_mul` carries `wave (-k) x` into the outer sum. The inner sum needs the same step, but `rw` cannot rewrite a term that depends on the bound `m`. So the `refine` is split: the first half fixes `m`, a second `Finset.sum_mul` follows, and the last `Finset.sum_congr` then fits.

The change, after which it compiles:

```diff
@@ -18,6 +18,9 @@
     signal f x * signal g x * wave (-k) x =
       ∑ m ∈ f.support, ∑ n ∈ g.support, f m * g n * wave (m + n - k) x := by
-  simp only [signal, Finset.sum_mul_sum, Finset.sum_mul]
-  refine Finset.sum_congr rfl fun m _ => Finset.sum_congr rfl fun n _ => ?_
+  simp only [signal]
+  rw [Finset.sum_mul_sum, Finset.sum_mul]
+  refine Finset.sum_congr rfl fun m _ => ?_
+  rw [Finset.sum_mul]
+  refine Finset.sum_congr rfl fun n _ => ?_
   have h : wave (m + n - k) x = wave m x * wave n x * wave (-k) x := by
     simp only [wave, ← Complex.exp_add]
```
